# Ruth's six-exponential splitting agrees with exp(h(A+B)) through third order for bounded A and B

**Q:** I propagate a wave packet on a finite grid. The kinetic matrix $T$ is diagonal in momentum space and the potential $V$ in position space, so I replace one time step $e^{-ih(T+V)/\hbar}$ by alternating phases. With Ruth's weights, what do I actually apply?

**A:** Set $A=-iT/\hbar$ and $B=-iV/\hbar$. The step is

$$e^{\frac{7}{24}hA}\,e^{\frac23hB}\,e^{\frac34hA}\,e^{-\frac23hB}\,e^{-\frac1{24}hA}\,e^{hB}.$$

The rightmost factor acts first: multiply by the potential phase for a full step $h$, Fourier transform, multiply by the kinetic phase for $-h/24$, transform back, and continue leftwards. That makes three potential multiplications, three kinetic ones and six transforms. No commutator of $T$ and $V$ is evaluated, and the error of one step is $O(h^4)$.

**Q:** $A$ and $B$ don't commute. Where does that order come from?

**A:** From counting words in $A$ and $B$. Take $n$ stages $e^{a_ihA}e^{b_ihB}$, multiplied from left to right, with $i=0,\dots,n-1$. Let each exponential occupy one unit of an auxiliary time $\tau$. Then the product $U$ solves $dU/d\tau=hU(\alpha A+\beta B)$ with $U(0)=1$, where $\alpha=a_i,\ \beta=0$ during an $A$-factor and $\alpha=0,\ \beta=b_i$ during a $B$-factor. Iterating the integral equation gives each word a coefficient $w$, an integral over ordered times. For example,

$$w(BA)=\int_{\tau_1<\tau_2}\beta(\tau_1)\,\alpha(\tau_2)\,d\tau_1d\tau_2 .$$

Let $t_i=\sum_{j<i}b_j$ be the $B$-weight before stage $i$, and $s_i=\sum_{j\le i}a_j$ the $A$-weight after its $A$-factor. With $c=\sum a_i$ and $d=\sum b_i$, sorting by the last letter gives

$$w(BA)=\sum a_it_i=:m,\quad w(BBA)=\tfrac12\sum a_it_i^2=:\tfrac q2,\quad w(AAB)=\tfrac12\sum b_is_i^2=:\tfrac k2 .$$

Pure powers have $c^2/2$, $c^3/6$, $d^2/2$ and $d^3/6$. The remaining words follow by multiplying two integrals and sorting by where the single time falls among the others:

- $cd=w(AB)+w(BA)$, so $w(AB)=cd-m$.
- $c\,w(AB)=2w(AAB)+w(ABA)$, so $w(ABA)=c^2d-cm-k$.
- $c\,w(BA)=w(ABA)+2w(BAA)$, so $w(BAA)=cm-c^2d/2+k/2$.
- $d\,w(BA)=2w(BBA)+w(BAB)$, so $w(BAB)=dm-q$.
- $d\,w(AB)=w(BAB)+2w(ABB)$, so $w(ABB)=(cd^2-2dm+q)/2$.

In $e^{h(A+B)}$ every word of length two has coefficient $1/2$ and every word of length three $1/6$. Inserting $c=d=1$, $m=1/2$ and $q=k=1/3$ above gives exactly these values.

**Q:** And Ruth's numbers satisfy those five equations?

**A:** Both sets of weights sum to 1. Here $t=(0,\tfrac23,0)$ and $s=(\tfrac7{24},\tfrac{25}{24},1)$, hence

$$m=\tfrac34\cdot\tfrac23=\tfrac12,\qquad q=\tfrac34\cdot\tfrac49=\tfrac13,\qquad k=\tfrac23\cdot\tfrac{49-625}{576}+1=\tfrac13 .$$

**Q:** Would fewer stages do?

**A:** Not under these five equations. No stages give $c=0$, and one stage gives $m=0$. With two, $a_1b_0=\tfrac12$ and $a_1b_0^2=\tfrac13$ force $b_0=\tfrac23$, $a_1=\tfrac34$, $a_0=\tfrac14$, $b_1=\tfrac13$. Then $k=\tfrac23\cdot\tfrac1{16}+\tfrac13$, which exceeds $\tfrac13$.

**Q:** Now the Lean version. What are my operators there?

**A:** Elements of a normed real algebra `𝔸`, later assumed complete. With the operator norm, the complex matrices of your grid size form one, since they can also be scaled by real numbers. The factor $-i/\hbar$ sits inside `A` and `B`, and `h` is the real time step.

```lean
import Mathlib

open Filter Topology Asymptotics
open NormedSpace (exp)

namespace RuthSplitting

noncomputable section

variable {𝔸 : Type*} [NormedRing 𝔸] [NormedAlgebra ℝ 𝔸]
```

**Q:** How does it express "correct through third order"?

**A:** By a remainder bound near $h=0$, for both signs of $h$. `HasJet f p q r` says that $f(h)$ equals $1+hp+h^2q+h^3r$ up to $O(h^4)$, measured in the norm of the algebra.

```lean
/-- The propagator `f h` has the expansion `1 + h p + h² q + h³ r` up to an error `O(h⁴)`
as the time step `h` tends to zero. -/
def HasJet (f : ℝ → 𝔸) (p q r : 𝔸) : Prop :=
  (fun h : ℝ => f h - (1 + h • p + h ^ 2 • q + h ^ 3 • r)) =O[𝓝 0] fun h : ℝ => h ^ 4
```

**A:** The partial sum of weights is called `clock`. It can run backwards, because weights may be negative. In the notation above, $t_i$ is `clock b i` and $s_i$ is `clock a (i + 1)`.

```lean
/-- The fraction of the time step elapsed after the first `n` substeps with weights `a`. -/
def clock (a : ℕ → ℝ) (n : ℕ) : ℝ := ∑ i ∈ Finset.range n, a i
```

**A:** The propagator is then defined by recursion, each new stage going on the right.

```lean
/-- The splitting propagator with `n` stages: the ordered product, from left to right, of
`exp(aᵢ h A) exp(bᵢ h B)`. -/
def splitting (a b : ℕ → ℝ) (A B : 𝔸) (h : ℝ) : ℕ → 𝔸
  | 0 => 1
  | n + 1 => splitting a b A B h n * exp ((a n * h) • A) * exp ((b n * h) • B)
```

**A:** The next two definitions list the word coefficients we derived. The letters `m`, `q` and `k` are the moments of the weights, not a mass, a coordinate or a wave number. In `HasJet`, `q` is instead the second-order coefficient.

```lean
/-- The second-order term of a splitting with total weights `c`, `d` of `A`, `B` and
weight `m` of the word `BA`. -/
def quadratic (A B : 𝔸) (c d m : ℝ) : 𝔸 :=
  (c ^ 2 / 2) • (A * A) + (d ^ 2 / 2) • (B * B) + (c * d - m) • (A * B) + m • (B * A)

/-- The third-order term of a splitting, written through the total weights `c`, `d` and
three moments `m`, `q`, `k` of the substeps. -/
def cubic (A B : 𝔸) (c d m q k : ℝ) : 𝔸 :=
  (c ^ 3 / 6) • (A * A * A) + (d ^ 3 / 6) • (B * B * B)
    + (k / 2) • (A * A * B) + (c ^ 2 * d - c * m - k) • (A * B * A)
    + (c * m - c ^ 2 * d / 2 + k / 2) • (B * A * A)
    + ((c * d ^ 2 - 2 * d * m + q) / 2) • (A * B * B)
    + (d * m - q) • (B * A * B) + (q / 2) • (B * B * A)
```

**Q:** You used an auxiliary time. Does the proof?

**A:** No, it multiplies expansions stage by stage and arrives at the same coefficients. The first lemma justifies the multiplication. Write $x,y$ for the two propagators and $F,G$ for their cubic polynomials. The difference between $xy$ and the truncated product consists of $(x-F)(y-G)$, $(x-F)G$, $F(y-G)$ and the terms of $FG$ from $h^4$ upwards. These are `t1` to `t4`, each $O(h^4)$ because the other factor stays bounded near zero. The local identity `split` adds them up without exchanging any operators.

```lean
/-- Third-order expansions of two propagators multiply like polynomials in `h`, with the
order of the operators kept. -/
theorem HasJet.mul {f g : ℝ → 𝔸} {p q r p' q' r' : 𝔸}
    (hf : HasJet f p q r) (hg : HasJet g p' q' r') :
    HasJet (fun h => f h * g h) (p + p') (q + p * p' + q')
      (r + q * p' + p * q' + r') := by
  unfold HasJet at *
  -- polynomials in the time step stay bounded near zero
  have bdd : ∀ u : ℝ → 𝔸, Continuous u → u =O[𝓝 0] fun _ : ℝ => (1 : ℝ) :=
    fun u hu => (hu.tendsto 0).isBigO_one ℝ
  have h4 : (fun h : ℝ => h ^ 4) =O[𝓝 0] fun _ : ℝ => (1 : ℝ) :=
    ((continuous_pow 4).tendsto (0 : ℝ)).isBigO_one ℝ
  have t1 := (hf.mul (hg.trans h4)).congr_right fun h => mul_one (h ^ 4)
  have t2 := (hf.mul (bdd (fun h => 1 + h • p' + h ^ 2 • q' + h ^ 3 • r')
    (by fun_prop))).congr_right fun h => mul_one (h ^ 4)
  have t3 := ((bdd (fun h => 1 + h • p + h ^ 2 • q + h ^ 3 • r)
    (by fun_prop)).mul hg).congr_right fun h => one_mul (h ^ 4)
  have t4 := ((isBigO_refl (fun h : ℝ => h ^ 4) (𝓝 0)).smul
    (bdd (fun h => (p * r' + q * q' + r * p') + h • (q * r' + r * q') + h ^ 2 • (r * r'))
    (by fun_prop))).congr_right fun h => mul_one (h ^ 4)
  have split : ∀ x y F G R E : 𝔸, F * G = R + E →
      (x - F) * (y - G) + (x - F) * G + F * (y - G) + E = x * y - R := by
    intro x y F G R E hE
    have hE' : E = F * G - R := by rw [hE]; abel
    rw [hE']
    noncomm_ring
  refine (((t1.add t2).add t3).add t4).congr_left fun h => ?_
  apply split
  simp only [mul_add, add_mul, smul_mul_assoc, mul_smul_comm, smul_smul, one_mul,
    mul_one, smul_add]
  module
```

**A:** A single exponential gets its expansion from its power series. Near $h=0$ the remainder after four terms is at most a constant times the fourth power of the norm of the argument $chX$, which is proportional to $h^4$.

```lean
variable [CompleteSpace 𝔸]

/-- The propagator `exp(c h X)` has its Taylor polynomial of degree three as expansion. -/
theorem hasJet_exp (c : ℝ) (X : 𝔸) :
    HasJet (fun h => exp ((c * h) • X)) (c • X) ((c ^ 2 / 2) • (X * X))
      ((c ^ 3 / 6) • (X * X * X)) := by
  have hs : HasFPowerSeriesAt (exp : 𝔸 → 𝔸) (NormedSpace.expSeries ℝ 𝔸) 0 := by
    apply NormedSpace.exp_hasFPowerSeriesAt_zero
  have hO := hs.isBigO_sub_partialSum_pow 4
  have ht : Tendsto (fun h : ℝ => (c * h) • X) (𝓝 0) (𝓝 0) := by
    have hc : Continuous (fun h : ℝ => (c * h) • X) := by fun_prop
    simpa using hc.tendsto 0
  have hb : (fun h : ℝ => ‖(c * h) • X‖ ^ 4) =O[𝓝 0] fun h : ℝ => h ^ 4 := by
    refine IsBigO.of_bound (‖c • X‖ ^ 4) (Eventually.of_forall fun h => ?_)
    simp only [norm_pow, norm_norm, norm_smul, norm_mul]
    exact le_of_eq (by ring)
  refine ((hO.comp_tendsto ht).trans hb).congr_left fun h => ?_
  simp only [Function.comp_apply, zero_add, FormalMultilinearSeries.partialSum,
    Finset.sum_range_succ, Finset.sum_range_zero, NormedSpace.expSeries_apply_eq]
  congr 1
  simp only [Nat.factorial, pow_succ, pow_zero, one_mul, smul_mul_assoc, mul_smul_comm,
    smul_smul]
  push_cast
  module
```

**Q:** Where do the moments enter?

**A:** When a stage $e^{xhA}e^{yhB}$ is appended. The word $BA$ gains $x$ times the old coefficient of $B$, so $m$ grows by $xd$. Likewise $BBA$ gains $x\,d^2/2$, so $q$ grows by $xd^2$. The word $AAB$ gains $y$ times the coefficient of $AA$ after the new $A$-factor, so $k$ grows by $y(c+x)^2$. The proof multiplies the three expansions, and `module` compares the coefficients of all words.

```lean
/-- One more stage `exp(x h A) exp(y h B)` keeps the form of the expansion and updates the
total weights and the three moments. -/
theorem HasJet.stage {f : ℝ → 𝔸} {A B : 𝔸} {c d m q k : ℝ} (x y : ℝ)
    (hf : HasJet f (c • A + d • B) (quadratic A B c d m) (cubic A B c d m q k)) :
    HasJet (fun h => f h * exp ((x * h) • A) * exp ((y * h) • B))
      ((c + x) • A + (d + y) • B) (quadratic A B (c + x) (d + y) (m + x * d))
      (cubic A B (c + x) (d + y) (m + x * d) (q + x * d ^ 2) (k + y * (c + x) ^ 2)) := by
  have key := (hf.mul (hasJet_exp x A)).mul (hasJet_exp y B)
  -- compare the coefficients of every word in A and B
  convert key using 1
  all_goals
    simp only [quadratic, cubic, mul_add, add_mul, smul_mul_assoc, mul_smul_comm,
      smul_smul, smul_add, add_smul, mul_assoc]
    module
```

**A:** Induction over the stages turns these increments into our sums. It starts from the empty product, where every sum vanishes.

```lean
/-- The expansion through third order of a splitting with any number of stages. -/
theorem splitting_hasJet (a b : ℕ → ℝ) (A B : 𝔸) (n : ℕ) :
    HasJet (fun h => splitting a b A B h n) (clock a n • A + clock b n • B)
      (quadratic A B (clock a n) (clock b n) (∑ i ∈ Finset.range n, a i * clock b i))
      (cubic A B (clock a n) (clock b n) (∑ i ∈ Finset.range n, a i * clock b i)
        (∑ i ∈ Finset.range n, a i * clock b i ^ 2)
        (∑ i ∈ Finset.range n, b i * clock a (i + 1) ^ 2)) := by
  induction n with
  | zero =>
    simp [HasJet, splitting, clock, quadratic, cubic, isBigO_zero]
  | succ n ih =>
    have ha : clock a (n + 1) = clock a n + a n := Finset.sum_range_succ _ _
    have hb : clock b (n + 1) = clock b n + b n := Finset.sum_range_succ _ _
    simp only [Finset.sum_range_succ, ha, hb]
    exact ih.stage (a n) (b n)
```

**Q:** So the general criterion is our five equations?

**A:** Yes, as hypotheses `ha`, `hb`, `hm`, `hq` and `hk`. The first two say that each part of the Hamiltonian acts for one full step in total; together with these, the other three give the mixed words the coefficients they have in $e^{h(A+B)}$. The conclusion holds for all `A` and `B` in the algebra. The equalities `e1`, `e2` and `e3` identify the expansion with that of $e^{h(A+B)}$, and subtraction leaves only the two remainders.

```lean
/-- Order conditions: a splitting whose weights satisfy these five equations reproduces
`exp(h(A+B))` up to `O(h⁴)`, for all `A` and `B`. -/
theorem splitting_third_order (a b : ℕ → ℝ) (n : ℕ)
    (ha : clock a n = 1) (hb : clock b n = 1)
    (hm : ∑ i ∈ Finset.range n, a i * clock b i = 1 / 2)
    (hq : ∑ i ∈ Finset.range n, a i * clock b i ^ 2 = 1 / 3)
    (hk : ∑ i ∈ Finset.range n, b i * clock a (i + 1) ^ 2 = 1 / 3) (A B : 𝔸) :
    (fun h : ℝ => splitting a b A B h n - exp (h • (A + B))) =O[𝓝 0]
      fun h : ℝ => h ^ 4 := by
  have h1 := splitting_hasJet a b A B n
  have h2 := hasJet_exp 1 (A + B)
  have e1 : (1 : ℝ) • A + (1 : ℝ) • B = (1 : ℝ) • (A + B) := (smul_add _ _ _).symm
  have e2 : quadratic A B 1 1 (1 / 2) = ((1 : ℝ) ^ 2 / 2) • ((A + B) * (A + B)) := by
    simp only [quadratic, mul_add, add_mul]
    module
  have e3 : cubic A B 1 1 (1 / 2) (1 / 3) (1 / 3)
      = ((1 : ℝ) ^ 3 / 6) • ((A + B) * (A + B) * (A + B)) := by
    simp only [cubic, mul_add, add_mul, mul_assoc]
    module
  rw [ha, hb, hm, hq, hk, e1, e2, e3] at h1
  unfold HasJet at h1 h2
  -- the two Taylor polynomials coincide and cancel
  refine (h1.sub h2).congr_left fun h => ?_
  simp only [sub_sub_sub_cancel_right, one_mul]
```

**A:** Ruth's weights are entered as infinite sequences, of which three stages read only the first three entries.

```lean
/-- Ruth's weights `7/24, 3/4, -1/24` for `A`; only the first three entries are used. -/
def ruthA : ℕ → ℝ
  | 0 => 7 / 24
  | 1 => 3 / 4
  | _ + 2 => -1 / 24

/-- Ruth's weights `2/3, -2/3, 1` for `B`; only the first three entries are used. -/
def ruthB : ℕ → ℝ
  | 0 => 2 / 3
  | 1 => -2 / 3
  | _ + 2 => 1
```

**A:** The five sums are then evaluated by `norm_num`, and unfolding the recursion produces the six exponentials explicitly.

```lean
/-- Ruth's product of six exponentials differs from `exp(h(A+B))` by `O(h⁴)`. -/
theorem ruth_isBigO (A B : 𝔸) :
    (fun h : ℝ => exp ((7 / 24 * h) • A) * exp ((2 / 3 * h) • B) * exp ((3 / 4 * h) • A)
      * exp ((-2 / 3 * h) • B) * exp ((-1 / 24 * h) • A) * exp (h • B)
      - exp (h • (A + B))) =O[𝓝 0] fun h : ℝ => h ^ 4 := by
  have key := splitting_third_order ruthA ruthB 3
    (by norm_num [clock, Finset.sum_range_succ, ruthA])
    (by norm_num [clock, Finset.sum_range_succ, ruthB])
    (by norm_num [clock, Finset.sum_range_succ, ruthA, ruthB])
    (by norm_num [clock, Finset.sum_range_succ, ruthA, ruthB])
    (by norm_num [clock, Finset.sum_range_succ, ruthA, ruthB]) A B
  refine key.congr_left fun h => ?_
  simp only [splitting, ruthA, ruthB, one_mul]
```

**A:** Since $h^4=o(h^3)$, the last theorem follows: the difference divided by $h^3$ tends to zero.

```lean
/-- Ruth's splitting is of third order: its product of six exponentials differs from
`exp(h(A+B))` by `o(h³)` as `h` tends to zero. -/
theorem ruth_third_order (A B : 𝔸) :
    (fun h : ℝ => exp ((7 / 24 * h) • A) * exp ((2 / 3 * h) • B) * exp ((3 / 4 * h) • A)
      * exp ((-2 / 3 * h) • B) * exp ((-1 / 24 * h) • A) * exp (h • B)
      - exp (h • (A + B))) =o[𝓝 0] fun h : ℝ => h ^ 3 :=
  (ruth_isBigO A B).trans_isLittleO (isLittleO_pow_pow (by norm_num))

end

end RuthSplitting
```

```lean
#print axioms RuthSplitting.ruth_third_order
```

```
'RuthSplitting.ruth_third_order' depends on axioms: [propext, Classical.choice, Quot.sound]
```

**Q:** My grid stands for continuous space. Does the bound survive refinement?

**A:** That is the step the hypotheses leave open. On continuous space $T$ is unbounded, so it isn't an element of the normed algebra of bounded operators. On a grid the theorem applies, but the constant in $O(h^4)$ depends on $A$ and $B$ and may grow as the spacing shrinks. The bound also concerns a single time step, not the error accumulated over a trajectory.

**Q:** And for ring polymers, where the step is in imaginary time?

**A:** For finite matrices, put $A=-T$, $B=-V$ and $h=\beta/P$, with inverse temperature $\beta$ and $P$ slices; the same bound holds for one slice as $h\to0$. The negative kinetic weight $-\tfrac1{24}$, however, produces $e^{+hT/24}$. In continuous space this factor grows without limit with kinetic energy and has no Gaussian kernel, so it doesn't supply the usual harmonic spring between beads. In real time the same factor is only a phase.
